# For positive grid data, a B88 fit has a solution β > 0 exactly when the target lies between zero and a finite ceiling, and the solution is unique

Fitting the B88 exchange functional to a known exchange energy means adjusting its parameter $\beta$ until the gradient correction supplies the energy that the local density approximation misses. To say when this succeeds, one must choose what stays fixed while $\beta$ varies. Here the density is frozen, and the correction is a finite quadrature sum over grid points $i$ with weights $w_i$, spin densities $\rho_i$ and reduced gradients $x_i$, all positive. In a self-consistent calculation the density would respond to $\beta$, and the hypotheses leave that response out.

## The gradient term and its grid sum

```lean
import Mathlib

open Filter Topology

namespace B88ParameterFit

noncomputable section

/-- The B88 gradient term `β x² / (1 + 6 β x arsinh x)` at reduced gradient `x`,
for `β ≥ 0`, where the denominator is positive. -/
def b88 (β x : ℝ) : ℝ := β * x ^ 2 / (1 + 6 * β * x * Real.arsinh x)
```

This defines the gradient term at one point,

$$g_\beta(x)=\frac{\beta x^2}{1+6\beta x\,\mathrm{arsinh}\,x}.$$

The letter $x$ is not a position. It stands for the dimensionless $|\nabla\rho_\sigma|/\rho_\sigma^{4/3}$ of one spin channel $\sigma$. The factor $6\beta$ in the denominator is the B88 choice that gives the exchange energy density its correct $-\rho_\sigma/(2r)$ decay, at distance $r$, in an exponential density tail.

```lean
variable {ι : Type*} [Fintype ι]

/-- The magnitude of the B88 gradient energy on a grid with weights `w`, spin densities `ρ`
and reduced gradients `x`, as a function of the parameter `β ≥ 0`. -/
def gridEnergy (w ρ x : ι → ℝ) (β : ℝ) : ℝ :=
  ∑ i, w i * ρ i ^ (4 / 3 : ℝ) * b88 β (x i)
```

The type `ι` is the set of grid labels, and `Fintype ι` says that it is finite. A label may stand for a point together with a spin, so both spin channels fit into one sum. In ordinary notation,

$$E(\beta)=\sum_i c_i\,g_\beta(x_i),\qquad c_i=w_i\rho_i^{4/3}.$$

This is a magnitude: the B88 correction enters the exchange energy as $-E(\beta)$. The arrays `ρ` and `x` are independent inputs, so no relation between a density and its gradient is used. The annotation `(4 / 3 : ℝ)` makes the exponent a real number; as a quotient of natural numbers, `4 / 3` would be 1.

```lean
/-- The grid sum of `w ρ^(4/3) x / (6 arsinh x)`, for nonzero reduced gradients. -/
def ceiling (w ρ x : ι → ℝ) : ℝ :=
  ∑ i, w i * ρ i ^ (4 / 3 : ℝ) * (x i / (6 * Real.arsinh (x i)))
```

The ceiling is $K=\sum_i c_i\,x_i/(6\,\mathrm{arsinh}\,x_i)$. A mistake threatens when a grid contains points of zero gradient. The ratio $x/(6\,\mathrm{arsinh}\,x)$ tends to $1/6$ as $x\to0$, which suggests adding $c_i/6$ for such a point. But $g_\beta(0)=0$ for every $\beta$, so the point contributes nothing, and the added term would put the ceiling too high.

## Growth and saturation at one point

```lean
/-- The B88 denominator is positive for `β ≥ 0` and positive reduced gradient. -/
theorem denominator_pos {β x : ℝ} (hβ : 0 ≤ β) (hx : 0 < x) :
    0 < 1 + 6 * β * x * Real.arsinh x := by
  have ha := Real.arsinh_pos_iff.2 hx
  positivity
```

The curly braces introduce variables that Lean infers from context, and `hβ` and `hx` are names for the hypotheses $\beta\ge0$ and $x>0$. By hand: $\mathrm{arsinh}\,x>0$ for $x>0$, so the denominator is 1 plus a nonnegative product. The tactic `positivity` does this sign bookkeeping.

```lean
/-- At a fixed positive reduced gradient, the B88 term increases strictly with `β ≥ 0`. -/
theorem b88_lt_b88 {β γ x : ℝ} (hβ : 0 ≤ β) (h : β < γ) (hx : 0 < x) :
    b88 β x < b88 γ x := by
  unfold b88
  rw [div_lt_div_iff₀ (denominator_pos hβ hx) (denominator_pos (hβ.trans h.le) hx)]
  -- the products of the two parameters cancel
  have key : β * x ^ 2 < γ * x ^ 2 := mul_lt_mul_of_pos_right h (by positivity)
  linarith
```

The claim is $g_\beta(x)<g_\gamma(x)$ for $0\le\beta<\gamma$ and $x>0$. Write $a=\mathrm{arsinh}\,x$. Both denominators are positive, so cross-multiplication turns the claim into

$$\beta x^2(1+6\gamma xa)<\gamma x^2(1+6\beta xa).$$

The term $6\beta\gamma x^3a$ appears on both sides and cancels, leaving $\beta x^2<\gamma x^2$, which is true. In Lean, `div_lt_div_iff₀` cross-multiplies, `key` is the remaining inequality, and `linarith` does the cancellation.

```lean
/-- For `β ≥ 0` and positive reduced gradient, the B88 term stays strictly below
`x / (6 arsinh x)`. -/
theorem b88_lt_limit {β x : ℝ} (hβ : 0 ≤ β) (hx : 0 < x) :
    b88 β x < x / (6 * Real.arsinh x) := by
  have ha := Real.arsinh_pos_iff.2 hx
  unfold b88
  rw [div_lt_div_iff₀ (denominator_pos hβ hx) (by positivity)]
  linarith
```

The claim is $g_\beta(x)<x/(6a)$. Cross-multiplication gives

$$6\beta x^2a<x(1+6\beta xa)=x+6\beta x^2a,$$

which reduces to $0<x$. The Lean proof takes the same two steps.

```lean
/-- At a fixed positive reduced gradient, the B88 term tends to `x / (6 arsinh x)`
as `β` tends to infinity. -/
theorem b88_tendsto {x : ℝ} (hx : 0 < x) :
    Tendsto (fun β => b88 β x) atTop (𝓝 (x / (6 * Real.arsinh x))) := by
  have ha := Real.arsinh_pos_iff.2 hx
  have hk : 0 + 6 * x * Real.arsinh x ≠ 0 := by
    rw [zero_add]
    positivity
  -- divide numerator and denominator by β
  have h : Tendsto (fun β : ℝ => x ^ 2 / (β⁻¹ + 6 * x * Real.arsinh x)) atTop
      (𝓝 (x ^ 2 / (0 + 6 * x * Real.arsinh x))) :=
    tendsto_const_nhds.div (tendsto_inv_atTop_zero.add tendsto_const_nhds) hk
  have e : x ^ 2 / (0 + 6 * x * Real.arsinh x) = x / (6 * Real.arsinh x) := by
    rw [div_eq_div_iff hk (by positivity)]
    ring
  rw [e] at h
  refine h.congr' ?_
  filter_upwards [eventually_gt_atTop (0 : ℝ)] with β hβ
  have hi : β * β⁻¹ = 1 := mul_inv_cancel₀ hβ.ne'
  unfold b88
  rw [div_eq_div_iff (by positivity) (denominator_pos hβ.le hx).ne']
  linear_combination (-x ^ 2) * hi
```

`Tendsto … atTop (𝓝 L)` is Lean's way of writing "tends to $L$ as the argument goes to infinity". For $\beta>0$, dividing numerator and denominator by $\beta$ gives

$$g_\beta(x)=\frac{x^2}{\beta^{-1}+6xa}\;\longrightarrow\;\frac{x^2}{6xa}=\frac{x}{6a}\qquad(\beta\to\infty).$$

In the proof, `h` is the limit of the rewritten fraction and `e` simplifies its value. The rewriting fails at $\beta=0$, but a limit at infinity depends only on large $\beta$, and `filter_upwards` restricts attention to $\beta>0$.

## The attainable energies on the grid

```lean
/-- On a nonempty grid with positive weights, densities and reduced gradients, the B88
gradient energy increases strictly with `β ≥ 0`. -/
theorem gridEnergy_strictMonoOn [Nonempty ι] {w ρ x : ι → ℝ}
    (hw : ∀ i, 0 < w i) (hρ : ∀ i, 0 < ρ i) (hx : ∀ i, 0 < x i) :
    StrictMonoOn (gridEnergy w ρ x) (Set.Ici 0) := by
  intro β hβ γ _ h
  exact Finset.sum_lt_sum_of_nonempty Finset.univ_nonempty fun i _ =>
    mul_lt_mul_of_pos_left (b88_lt_b88 hβ h (hx i))
      (mul_pos (hw i) (Real.rpow_pos_of_pos (hρ i) _))
```

`StrictMonoOn … (Set.Ici 0)` means strictly increasing on $[0,\infty)$. Each $c_i$ is positive, so for $0\le\beta<\gamma$ every term satisfies $c_i\,g_\beta(x_i)<c_i\,g_\gamma(x_i)$, and adding these inequalities gives $E(\beta)<E(\gamma)$. The grid must have at least one point, since an empty sum is zero for every $\beta$.

```lean
/-- On a nonempty grid with positive weights, densities and reduced gradients, some `β > 0`
reproduces the target energy `T` if and only if `T` lies strictly between zero and the
ceiling, and two positive parameters that reproduce `T` are equal. -/
theorem b88_fit [Nonempty ι] {w ρ x : ι → ℝ}
    (hw : ∀ i, 0 < w i) (hρ : ∀ i, 0 < ρ i) (hx : ∀ i, 0 < x i) (T : ℝ) :
    ((∃ β, 0 < β ∧ gridEnergy w ρ x β = T) ↔ 0 < T ∧ T < ceiling w ρ x) ∧
    ∀ β γ, 0 < β → 0 < γ → gridEnergy w ρ x β = T → gridEnergy w ρ x γ = T → β = γ := by
  have mono := gridEnergy_strictMonoOn hw hρ hx
  have zero : gridEnergy w ρ x 0 = 0 := by simp [gridEnergy, b88]
  refine ⟨⟨?_, ?_⟩, ?_⟩
  · rintro ⟨β, hβ, rfl⟩
    constructor
    · have h := mono (Set.mem_Ici.2 le_rfl) (Set.mem_Ici.2 hβ.le) hβ
      rwa [zero] at h
    · exact Finset.sum_lt_sum_of_nonempty Finset.univ_nonempty fun i _ =>
        mul_lt_mul_of_pos_left (b88_lt_limit hβ.le (hx i))
          (mul_pos (hw i) (Real.rpow_pos_of_pos (hρ i) _))
  · rintro ⟨hT, hTc⟩
    have lim : Tendsto (gridEnergy w ρ x) atTop (𝓝 (ceiling w ρ x)) :=
      tendsto_finsetSum _ fun i _ => (b88_tendsto (hx i)).const_mul _
    -- a large enough parameter overshoots the target
    have ev : ∀ᶠ B in atTop, T < gridEnergy w ρ x B := lim (Ioi_mem_nhds hTc)
    obtain ⟨B, hTB, hB⟩ := (ev.and (eventually_gt_atTop (0 : ℝ))).exists
    have cont : ContinuousOn (gridEnergy w ρ x) (Set.Icc 0 B) := by
      show ContinuousOn (fun β => ∑ i, w i * ρ i ^ (4 / 3 : ℝ) *
        (β * x i ^ 2 / (1 + 6 * β * x i * Real.arsinh (x i)))) _
      refine continuousOn_finsetSum _ fun i _ => ?_
      exact continuousOn_const.mul (ContinuousOn.div (by fun_prop) (by fun_prop)
        fun β hβ => (denominator_pos hβ.1 (hx i)).ne')
    -- the intermediate value theorem between 0 and B
    obtain ⟨β, hβ, hE⟩ := intermediate_value_Icc hB.le cont ⟨zero.le.trans hT.le, hTB.le⟩
    refine ⟨β, lt_of_le_of_ne hβ.1 ?_, hE⟩
    rintro rfl
    linarith
  · intro β γ hβ hγ h₁ h₂
    exact mono.injOn (Set.mem_Ici.2 hβ.le) (Set.mem_Ici.2 hγ.le) (h₁.trans h₂.symm)
```

The theorem has two parts, joined by `∧`. For any real target $T$,

$$\exists\,\beta>0:\ E(\beta)=T\quad\Longleftrightarrow\quad 0<T<K,$$

and if two positive parameters both reproduce $T$, they are equal.

**A solution forces the bounds.** Suppose $E(\beta)=T$ with $\beta>0$. Since $E(0)=0$ and $E$ increases strictly, $T>0$. Multiplying $g_\beta(x_i)<x_i/(6\,\mathrm{arsinh}\,x_i)$ by $c_i$ and summing gives $T<K$. These are the two bullets after `constructor`.

**The bounds give a solution.** Suppose $0<T<K$. A finite sum of limits is the limit of the sum, so $E(\beta)\to K$ (`lim`). Since $T<K$, some $B>0$ has $E(B)>T$ (`obtain ⟨B, hTB, hB⟩`). On $[0,B]$ the denominators are positive, so $E$ is continuous (`cont`). As $E(0)=0<T<E(B)$, the intermediate value theorem supplies a $\beta\in[0,B]$ with $E(\beta)=T$. This $\beta$ is not zero, because $E(0)=0\neq T$.

**Uniqueness.** A strictly increasing function takes no value twice, which is what `mono.injOn` expresses.

In electronic-structure work this settles when a one-parameter fit to a single system at frozen density can be exact. A least-squares fit to several atoms is a different problem. In an actual calculation, one takes the Hartree–Fock density of an atom, stores $\rho_i$ and $x_i$ on the integration grid for each spin channel that contains electrons, and evaluates the Hartree–Fock exchange energy and, from the same spin densities, the local one. The target is $T=E_x^{\mathrm{LDA}}-E_x^{\mathrm{HF}}$, which is positive when the local approximation gives too little exchange. For $T>0$, one then doubles a trial $B$ until $E(B)>T$ and bisects on $[0,B]$. If $T\ge K$, the doubling never succeeds.

## A lower bound on β and a closed form

```lean
/-- On a nonempty grid with positive weights, densities and reduced gradients, the B88
gradient energy at `β > 0` is strictly below the second-order gradient energy
`β ∑ w ρ^(4/3) x²`. -/
theorem gridEnergy_lt_second_order [Nonempty ι] {w ρ x : ι → ℝ}
    (hw : ∀ i, 0 < w i) (hρ : ∀ i, 0 < ρ i) (hx : ∀ i, 0 < x i) {β : ℝ} (hβ : 0 < β) :
    gridEnergy w ρ x β < β * ∑ i, w i * ρ i ^ (4 / 3 : ℝ) * x i ^ 2 := by
  unfold gridEnergy
  rw [Finset.mul_sum]
  refine Finset.sum_lt_sum_of_nonempty Finset.univ_nonempty fun i _ => ?_
  have hxi := hx i
  have ha := Real.arsinh_pos_iff.2 hxi
  have hk : 0 < 6 * β * x i * Real.arsinh (x i) := by positivity
  have h : b88 β (x i) < β * x i ^ 2 := by
    unfold b88
    exact div_lt_self (by positivity) (by linarith)
  calc w i * ρ i ^ (4 / 3 : ℝ) * b88 β (x i)
      < w i * ρ i ^ (4 / 3 : ℝ) * (β * x i ^ 2) :=
        mul_lt_mul_of_pos_left h (mul_pos (hw i) (Real.rpow_pos_of_pos (hρ i) _))
    _ = β * (w i * ρ i ^ (4 / 3 : ℝ) * x i ^ 2) := by ring
```

For $\beta>0$ and $x_i>0$ the B88 denominator exceeds 1, so $g_\beta(x_i)<\beta x_i^2$. Multiplying by $c_i$ and summing gives

$$E(\beta)<\beta\sum_i c_i x_i^2.$$

The right side is the second-order gradient energy with the same coefficient $\beta$. Any fitted parameter therefore satisfies $\beta>T/\sum_i c_i x_i^2$, which gives the bisection a lower end above zero. In Lean, `div_lt_self` states that dividing a positive number by something larger than 1 makes it smaller, and the `calc` block carries this through the weights.

```lean
/-- If all grid points share one reduced gradient `x > 0` and the target `T` lies strictly
between zero and the ceiling, then `β = T / (x (C x - 6 T arsinh x))` with
`C = ∑ w ρ^(4/3)` is positive and reproduces `T`. -/
theorem fit_uniform_gradient {w ρ : ι → ℝ} {x T β : ℝ} (hx : 0 < x) (hT : 0 < T)
    (hTc : T < ceiling w ρ (fun _ => x))
    (hβ : β = T / (x * ((∑ i, w i * ρ i ^ (4 / 3 : ℝ)) * x - 6 * T * Real.arsinh x))) :
    0 < β ∧ gridEnergy w ρ (fun _ => x) β = T := by
  have ha := Real.arsinh_pos_iff.2 hx
  have hc : ceiling w ρ (fun _ => x) =
      (∑ i, w i * ρ i ^ (4 / 3 : ℝ)) * (x / (6 * Real.arsinh x)) := by
    simp only [ceiling, Finset.sum_mul]
  have he : gridEnergy w ρ (fun _ => x) β =
      (∑ i, w i * ρ i ^ (4 / 3 : ℝ)) * b88 β x := by
    simp only [gridEnergy, Finset.sum_mul]
  rw [hc, ← mul_div_assoc, lt_div_iff₀ (by positivity)] at hTc
  -- the ceiling condition makes the denominator of the closed form positive
  have hD : 0 < x * ((∑ i, w i * ρ i ^ (4 / 3 : ℝ)) * x - 6 * T * Real.arsinh x) :=
    mul_pos hx (by linarith)
  have hpos : 0 < β := by
    rw [hβ]
    exact div_pos hT hD
  have hmul := (eq_div_iff hD.ne').1 hβ
  refine ⟨hpos, ?_⟩
  rw [he, b88, ← mul_div_assoc, div_eq_iff (denominator_pos hpos.le hx).ne']
  linear_combination hmul

end

end B88ParameterFit
```

Here `fun _ => x` is the constant array: every grid point has the same reduced gradient $x>0$, as is always so on a grid of one point. With $C=\sum_i c_i$ and $a=\mathrm{arsinh}\,x$, the fit equation $C\,g_\beta(x)=T$ becomes

$$C\beta x^2=T(1+6\beta xa)\quad\Longleftrightarrow\quad \beta\,x\,(Cx-6Ta)=T,$$

so

$$\beta=\frac{T}{x\,(Cx-6Ta)}.$$

The ceiling is now $Cx/(6a)$, and $T<Cx/(6a)$ says exactly that $Cx-6Ta>0$. The denominator is then positive, and so is $\beta$. The theorem takes this formula as the hypothesis `hβ` and concludes that $\beta>0$ and $E(\beta)=T$.

In the proof, `hc` and `he` pull the common factor out of the two sums, `hD` is the positivity of the denominator, and `hmul` is the formula `hβ` with that denominator cleared. The last line, `linear_combination hmul`, checks that this equation rearranges into the fit equation.

```lean
#print axioms B88ParameterFit.b88_fit
#print axioms B88ParameterFit.gridEnergy_lt_second_order
#print axioms B88ParameterFit.fit_uniform_gradient
```

```
'B88ParameterFit.b88_fit' depends on axioms: [propext, Classical.choice, Quot.sound]
'B88ParameterFit.gridEnergy_lt_second_order' depends on axioms: [propext, Classical.choice, Quot.sound]
'B88ParameterFit.fit_uniform_gradient' depends on axioms: [propext, Classical.choice, Quot.sound]
```
